# Quasiparticle weight below one at the bare band velocity: a counter-example to reading $Z$ from $v/u$

Suppose that a bare band has slope $u \ne 0$ at some momentum, that the interacting quasiparticle band has slope $v$ there, and that one estimates the quasiparticle weight $Z$ as the ratio $v/u$. The estimate is right when the self-energy does not depend on momentum, and it can fail otherwise. Let $\varepsilon(k)$ be the bare energy at momentum $k$, and let the self-energy depend on $k$ and on the frequency $\omega$ only through $\omega - \varepsilon(k)$, as $S(\omega - \varepsilon(k))$. If $S$ is non-increasing with $S(0) = 0$ and $S'(0) < 0$, the quasiparticle band coincides with the bare band. The ratio $v/u$ then equals one, while the weight $1/(1 - S'(0))$ is strictly below one. For a single band in one dimension with a real self-energy, a comparison of a photoemission or computed dispersion with a reference band therefore fixes $Z$ only together with information on the momentum dependence of the self-energy.

## Band, self-energy and Green's function

Units are such that $\hbar = 1$, so frequency and energy are the same quantity and a velocity is a derivative of energy with respect to $k$. Momentum and frequency are real numbers. The band is an arbitrary function `ε : ℝ → ℝ`, with any chemical potential absorbed in it, and the self-energy $\Sigma(k,\omega)$ is a real-valued `Sig : ℝ → ℝ → ℝ` that takes momentum first, so that `Sig k` is the function of frequency at fixed $k$.

```lean
import Mathlib

open Filter Topology

namespace WeightWithoutVelocityRenormalisation

noncomputable section
```

The one-particle Green's function is $G(k,\omega) = 1/D(k,\omega)$ with denominator $D(k,\omega) = \omega - \varepsilon(k) - \Sigma(k,\omega)$. A quasiparticle energy $x$ at momentum $k$ is a zero of $D$,
$$x = \varepsilon(k) + \Sigma(k,x).$$

```lean
/-- `x` solves the quasiparticle equation `x = ε(k) + Σ(k, x)` at momentum `k`. -/
def IsQuasiparticle (ε : ℝ → ℝ) (Sig : ℝ → ℝ → ℝ) (k x : ℝ) : Prop :=
  x = ε k + Sig k x
```

The weight at momentum $k$ and frequency $x$ is defined from the frequency slope of the self-energy,
$$Z(k,x) = \frac{1}{1 - \partial_\omega \Sigma(k,x)}.$$

```lean
/-- Quasiparticle weight `Z = 1 / (1 - ∂Σ/∂ω)` at momentum `k` and frequency `x`. -/
def weight (Sig : ℝ → ℝ → ℝ) (k x : ℝ) : ℝ :=
  1 / (1 - deriv (Sig k) x)
```

Lean's `deriv` returns zero where no derivative exists and its division by zero also returns zero, so `weight` has physical meaning only where the slope exists and differs from one, which the theorems assume wherever that meaning is used. The Green's function is taken on the real axis, without an infinitesimal imaginary part.

```lean
/-- Green's function `G(k, ω) = 1 / (ω - ε(k) - Σ(k, ω))` on the real axis. -/
def green (ε : ℝ → ℝ) (Sig : ℝ → ℝ → ℝ) (k ω : ℝ) : ℝ :=
  1 / (ω - ε k - Sig k ω)
```

Two special forms of $\Sigma$ are compared. A local self-energy is a function $T$ of frequency alone, $\Sigma(k,\omega) = T(\omega)$.

```lean
/-- Momentum-independent self-energy `Σ(k, ω) = T(ω)`. -/
def localSE (T : ℝ → ℝ) : ℝ → ℝ → ℝ :=
  fun _ ω => T ω
```

A comoving self-energy is a function $S$ of the distance from the bare band, $\Sigma(k,\omega) = S(\omega - \varepsilon(k))$. Its frequency profile is the same at every momentum, shifted rigidly by $\varepsilon(k)$.

```lean
/-- Self-energy `Σ(k, ω) = S(ω - ε(k))` that moves along with the bare band. -/
def comovingSE (S ε : ℝ → ℝ) : ℝ → ℝ → ℝ :=
  fun k ω => S (ω - ε k)
```

## The weight is the strength of the pole

Fix $k$, let $x$ be a quasiparticle energy, and let $s = \partial_\omega\Sigma(k,x)$ exist with $s \ne 1$. Then $D(k,x) = 0$ and $\partial_\omega D(k,x) = 1 - s$. For $\omega \neq x$,
$$(\omega - x)\,G(k,\omega) = \frac{\omega - x}{D(k,\omega) - D(k,x)} = \left[\frac{D(k,\omega) - D(k,x)}{\omega - x}\right]^{-1}.$$
The bracket tends to $1 - s \neq 0$ as $\omega \to x$, so the left side tends to $1/(1-s) = Z(k,x)$. The condition $s \ne 1$ says that the zero of $D$ is simple.

```lean
/-- At a quasiparticle energy `x` where `∂Σ/∂ω` exists and differs from one,
`(ω - x) G(k, ω)` tends to the weight `Z` as `ω → x`. -/
theorem green_residue {ε : ℝ → ℝ} {Sig : ℝ → ℝ → ℝ} {k x s : ℝ}
    (hx : IsQuasiparticle ε Sig k x) (hs : HasDerivAt (Sig k) s x) (hne : s ≠ 1) :
    Tendsto (fun ω => (ω - x) * green ε Sig k ω) (𝓝[≠] x) (𝓝 (weight Sig k x)) := by
  have hf : HasDerivAt (fun ω => ω - ε k - Sig k ω) (1 - s) x :=
    ((hasDerivAt_id' x).sub_const (ε k)).fun_sub hs
  have h0 : x - ε k - Sig k x = 0 := by
    unfold IsQuasiparticle at hx
    linarith
  -- `(ω - x) G` is the inverse difference quotient of `G⁻¹`
  have h := (hasDerivAt_iff_tendsto_slope.mp hf).inv₀ (sub_ne_zero.mpr hne.symm)
  unfold weight
  rw [hs.deriv, one_div]
  refine h.congr fun ω => ?_
  rw [slope_def_field, h0, sub_zero, inv_div, green, mul_one_div]
```

The filter `𝓝[≠] x` lets $\omega$ approach $x$ along the real axis from either side while avoiding $x$ itself. Despite the name `green_residue`, the theorem states only this real limit: no analyticity in complex $\omega$ is assumed or concluded. In the proof `hf` gives the slope $1-s$ of $D$ and `h0` its vanishing at $x$. The lemma `hasDerivAt_iff_tendsto_slope` turns the derivative into the limit of the bracket, `inv₀` inverts that limit using $1 - s \ne 0$, and the last line identifies the inverted quotient with $(\omega - x)G$.

## Velocity along a quasiparticle branch

Let $E(q)$ solve the quasiparticle equation for all momenta $q$ near $k$, and write $u = \varepsilon'(k)$ and $v = E'(k)$. Differentiate $E(q) = \varepsilon(q) + \Sigma(q, E(q))$ at $q = k$, with both partial derivatives evaluated at $(k, E(k))$:
$$v = u + \partial_k\Sigma + v\,\partial_\omega\Sigma .$$
Collecting the terms in $v$ gives $(1 - \partial_\omega\Sigma)\,v = u + \partial_k\Sigma$, and for $\partial_\omega\Sigma \ne 1$
$$v = Z\,(u + \partial_k\Sigma), \qquad Z = Z(k, E(k)).$$

```lean
/-- Along a differentiable quasiparticle branch `E`, with `Σ` jointly differentiable at `(k, E(k))`
and `∂Σ/∂ω ≠ 1` there, the velocity is `v = Z (u + ∂Σ/∂k)`, where `u` is the bare band velocity. -/
theorem velocity_formula {ε E : ℝ → ℝ} {Sig : ℝ → ℝ → ℝ} {k u v : ℝ}
    (hSig : DifferentiableAt ℝ (fun p : ℝ × ℝ => Sig p.1 p.2) (k, E k))
    (hqp : ∀ᶠ q in 𝓝 k, IsQuasiparticle ε Sig q (E q))
    (hε : HasDerivAt ε u k) (hE : HasDerivAt E v k) (hne : deriv (Sig k) (E k) ≠ 1) :
    v = weight Sig k (E k) * (u + deriv (fun q => Sig q (E k)) k) := by
  obtain ⟨L, hL⟩ := hSig
  have p1 : HasDerivAt (fun q : ℝ => (q, E k)) ((1 : ℝ), (0 : ℝ)) k :=
    (hasDerivAt_id' k).prodMk (hasDerivAt_const k (E k))
  have p2 : HasDerivAt (fun ω : ℝ => (k, ω)) ((0 : ℝ), (1 : ℝ)) (E k) :=
    (hasDerivAt_const (E k) k).prodMk (hasDerivAt_id' (E k))
  have p3 : HasDerivAt (fun q : ℝ => (q, E q)) ((1 : ℝ), v) k :=
    (hasDerivAt_id' k).prodMk hE
  -- the two partial derivatives and the derivative along the branch
  have h1 : HasDerivAt (fun q => Sig q (E k)) (L (1, 0)) k := by
    have h := hL.comp_hasDerivAt_of_eq k p1 rfl
    exact h
  have h2 : HasDerivAt (Sig k) (L (0, 1)) (E k) := by
    have h := hL.comp_hasDerivAt_of_eq (E k) p2 rfl
    exact h
  have h3 : HasDerivAt (fun q => Sig q (E q)) (L (1, v)) k := by
    have h := hL.comp_hasDerivAt_of_eq k p3 rfl
    exact h
  have hsplit : L (1, v) = L (1, 0) + v * L (0, 1) := by
    have e : ((1 : ℝ), v) = ((1 : ℝ), (0 : ℝ)) + v • ((0 : ℝ), (1 : ℝ)) := by simp
    rw [e, map_add, map_smul, smul_eq_mul]
  -- differentiate the quasiparticle equation
  have heq : E =ᶠ[𝓝 k] fun q => ε q + Sig q (E q) := hqp
  have hv : v = u + L (1, v) := hE.unique ((hε.fun_add h3).congr_of_eventuallyEq heq)
  rw [h2.deriv] at hne
  unfold weight
  rw [h1.deriv, h2.deriv, one_div, eq_inv_mul_iff_mul_eq₀ (sub_ne_zero.mpr hne.symm)]
  linear_combination hv + hsplit
```

The chain rule needs $\Sigma$ to be differentiable jointly in $(k,\omega)$ at the point $(k, E(k))$, which is `hSig`. The hypothesis `hqp` asks for the quasiparticle equation only on a neighbourhood of $k$. The existence of the branch and its differentiability `hE` are assumed and not obtained from an implicit-function argument. The proof names the total derivative of $\Sigma$ as a linear map `L` on the $(k,\omega)$ plane and differentiates $\Sigma$ along three curves: `p1` at fixed frequency with tangent $(1,0)$, `p2` at fixed momentum with tangent $(0,1)$, and `p3` along the branch with tangent $(1,v)$. Thus `L (1, 0)` is $\partial_k\Sigma$ and `L (0, 1)` is $\partial_\omega\Sigma$, and `hsplit` is the chain rule in the form of linearity of `L`. Since $E$ and $\varepsilon(q) + \Sigma(q,E(q))$ agree near $k$, their derivatives agree, which is `hv`. The closing `linear_combination hv + hsplit` collects the terms in $v$.

## Local self-energy: $v = Zu$

For $\Sigma(k,\omega) = T(\omega)$ the momentum derivative vanishes, and the velocity formula reduces to
$$v = Z\,u .$$
Where $u \ne 0$ this is the rule $Z = v/u$. It applies to a one-band description in which the self-energy is taken as independent of momentum, as in single-site dynamical mean-field theory, at energies where its imaginary part can be neglected.

```lean
/-- For a momentum-independent self-energy `T(ω)`, differentiable at `E(k)` with `T'(E(k)) ≠ 1`, the
velocity along a differentiable quasiparticle branch `E` is the bare velocity times the weight, `v =
Z u`. -/
theorem velocity_local {ε E T : ℝ → ℝ} {k u v : ℝ} (hT : DifferentiableAt ℝ T (E k))
    (hqp : ∀ᶠ q in 𝓝 k, IsQuasiparticle ε (localSE T) q (E q))
    (hε : HasDerivAt ε u k) (hE : HasDerivAt E v k) (hne : deriv T (E k) ≠ 1) :
    v = weight (localSE T) k (E k) * u := by
  have hd : DifferentiableAt ℝ (fun p : ℝ × ℝ => localSE T p.1 p.2) (k, E k) :=
    DifferentiableAt.comp (g := T) (f := Prod.snd) (k, E k) hT differentiableAt_snd
  have h := velocity_formula hd hqp hε hE hne
  have h0 : deriv (fun q => localSE T q (E k)) k = 0 := deriv_const k (T (E k))
  rwa [h0, add_zero] at h
```

Differentiability of $T$ at $E(k)$ supplies the joint differentiability, because $\Sigma$ is $T$ composed with the projection onto the frequency coordinate (`hd`). The general formula is then applied with $\partial_k\Sigma = 0$ from `deriv_const`.

## Comoving self-energy: the root stays on the bare band

Put $y = x - \varepsilon(k)$. The quasiparticle equation becomes $y = S(y)$. Let $S$ be non-increasing with $S(0) = 0$. If $y \le 0$, then $S(y) \ge S(0) = 0$, so $y = S(y) \ge 0$ and $y = 0$. If $y \ge 0$, then $S(y) \le S(0) = 0$, so $y \le 0$ and again $y = 0$. Conversely $y = 0$ is a root, since $S(0) = 0$. Hence
$$x = \varepsilon(k) + S(x - \varepsilon(k)) \iff x = \varepsilon(k).$$
The condition $S(0) = 0$ says that the self-energy produces no energy shift on the bare band. Monotonicity stands for the negative frequency slope that a self-energy in Lehmann form has away from its poles, imposed here on the whole real line.

```lean
/-- For non-increasing `S` with `S(0) = 0`, the equation `x = ε(k) + S(x - ε(k))` has the
bare energy `x = ε(k)` as its only root. -/
theorem comoving_root_iff {S : ℝ → ℝ} (hS : Antitone S) (h0 : S 0 = 0) (ε : ℝ → ℝ)
    (k x : ℝ) : IsQuasiparticle ε (comovingSE S ε) k x ↔ x = ε k := by
  unfold IsQuasiparticle comovingSE
  constructor
  · intro h
    -- `S(x - ε)` has the sign opposite to `x - ε`
    rcases le_total x (ε k) with hx | hx
    · have h1 : S 0 ≤ S (x - ε k) := hS (by linarith)
      linarith
    · have h1 : S (x - ε k) ≤ S 0 := hS (by linarith)
      linarith
  · intro h
    rw [h, sub_self, h0, add_zero]
```

`Antitone S` means $S(b) \le S(a)$ whenever $a \le b$, for all real $a$ and $b$. No continuity is required of $S$ or of the band, and since `ε` and `k` are arbitrary the number $\varepsilon(k)$ is any real number. The split `le_total x (ε k)` gives the two signs of $y$, each `h1` is the monotonicity inequality, and `linarith` combines it with the equation and with $S(0)=0$.

## Comoving self-energy: weight and momentum derivative

Let $s = S'(0)$. At fixed $k$ the self-energy is $S$ shifted by a constant, so $\partial_\omega\Sigma(k,\varepsilon(k)) = S'(\varepsilon(k) - \varepsilon(k)) = s$ and
$$Z = \frac{1}{1 - s}$$
at every momentum.

```lean
/-- At the bare energy the comoving self-energy has `∂Σ/∂ω = S'(0)`, so that its weight is
`1 / (1 - S'(0))` at every momentum. -/
theorem comoving_weight {S : ℝ → ℝ} {s : ℝ} (hs : HasDerivAt S s 0) (ε : ℝ → ℝ) (k : ℝ) :
    HasDerivAt (comovingSE S ε k) s (ε k) ∧ weight (comovingSE S ε) k (ε k) = 1 / (1 - s) := by
  have h0 : HasDerivAt S s (ε k - ε k) := by rwa [sub_self]
  have h : HasDerivAt (comovingSE S ε k) s (ε k) :=
    HasDerivAt.comp_sub_const (ε k) (ε k) h0
  exact ⟨h, by rw [weight, h.deriv]⟩
```

Only the derivative of $S$ at the single point zero enters, as `HasDerivAt S s 0`. The shift rule is `HasDerivAt.comp_sub_const`.

The momentum derivative is taken with the frequency held at the value $\varepsilon(k)$. The function is $q \mapsto S(\varepsilon(k) - \varepsilon(q))$, whose inner part vanishes at $q = k$ and has slope $-u$ there. Therefore $\partial_k\Sigma = -s\,u$, and for $s \neq 1$
$$Z\,(u + \partial_k\Sigma) = \frac{u - s u}{1 - s} = u .$$
The momentum dependence multiplies the velocity by $1 - s$, and the weight divides it by the same factor.

```lean
/-- At the bare energy the comoving self-energy has `∂Σ/∂k = -S'(0) u`, and for `S'(0) ≠ 1`
this compensates the weight: `Z (u + ∂Σ/∂k) = u`. -/
theorem comoving_compensation {S ε : ℝ → ℝ} {s k u : ℝ} (hs : HasDerivAt S s 0)
    (hne : s ≠ 1) (hε : HasDerivAt ε u k) :
    HasDerivAt (fun q => comovingSE S ε q (ε k)) (-s * u) k ∧
      weight (comovingSE S ε) k (ε k) * (u + deriv (fun q => comovingSE S ε q (ε k)) k) = u := by
  have hh : HasDerivAt (fun q => ε k - ε q) (-u) k := hε.const_sub (ε k)
  have h1 : HasDerivAt (fun q => comovingSE S ε q (ε k)) (s * -u) k := by
    have h := HasDerivAt.comp_of_eq k hs hh (by simp)
    exact h
  refine ⟨h1.congr_deriv (by ring), ?_⟩
  have hne' : 1 - s ≠ 0 := sub_ne_zero.mpr hne.symm
  rw [(comoving_weight hs ε k).2, h1.deriv, one_div, inv_mul_eq_iff_eq_mul₀ hne']
  ring
```

Here `hh` is the inner slope $-u$ and `h1` the chain rule. The second half inserts $Z$ from `comoving_weight` and clears the denominator. The theorem evaluates the right side of the velocity formula for the comoving case without invoking `velocity_formula`, and it needs neither monotonicity nor $S(0) = 0$. It displays the cancellation, while the main theorem reaches the velocity by a shorter route.

## Weight below one, velocity unchanged

Now add $s < 0$. The number $\lambda = -s > 0$ measures how strongly the self-energy varies with frequency at the quasiparticle energy, and $Z = 1/(1 + \lambda)$. From $1 - s > 1$ follows $0 < Z < 1$. The energy $\varepsilon(k)$ is a root and $s \ne 1$, so $(\omega - \varepsilon(k))\,G(k,\omega) \to Z$. If $E(q)$ solves the quasiparticle equation at every $q$, uniqueness of the root gives $E(q) = \varepsilon(q)$ for all $q$, so $E'(k) = u$. Finally $u = Zu$ would mean $(1 - Z)\,u = 0$, which for $Z < 1$ forces $u = 0$.

```lean
/-- For `Σ(k, ω) = S(ω - ε(k))` with `S` non-increasing, `S(0) = 0`, `S'(0) < 0`: the only
quasiparticle energy is `ε(k)`, its weight `Z = 1 / (1 - S'(0))` lies in `(0, 1)` and is the limit
of `(ω - ε(k)) G(k, ω)` as real `ω → ε(k)`; if the band has slope `u` at `k`, every `E` solving the
quasiparticle equation at all momenta has slope `u` at `k`, and `u ≠ Z u` if `u ≠ 0`. -/
theorem weight_without_velocity_renormalisation {S : ℝ → ℝ} {s : ℝ} (hS : Antitone S)
    (h0 : S 0 = 0) (hs : HasDerivAt S s 0) (hneg : s < 0) (ε : ℝ → ℝ) (k : ℝ) :
    (∀ x, IsQuasiparticle ε (comovingSE S ε) k x ↔ x = ε k) ∧
    weight (comovingSE S ε) k (ε k) = 1 / (1 - s) ∧
    0 < weight (comovingSE S ε) k (ε k) ∧ weight (comovingSE S ε) k (ε k) < 1 ∧
    Tendsto (fun ω => (ω - ε k) * green ε (comovingSE S ε) k ω) (𝓝[≠] (ε k))
      (𝓝 (weight (comovingSE S ε) k (ε k))) ∧
    ∀ (E : ℝ → ℝ) (u : ℝ), (∀ q, IsQuasiparticle ε (comovingSE S ε) q (E q)) →
      HasDerivAt ε u k →
        HasDerivAt E u k ∧ (u ≠ 0 → u ≠ weight (comovingSE S ε) k (ε k) * u) := by
  obtain ⟨hd, hw⟩ := comoving_weight hs ε k
  have hpos : 0 < 1 - s := by linarith
  have hlt : weight (comovingSE S ε) k (ε k) < 1 := by
    rw [hw, div_lt_one hpos]
    linarith
  refine ⟨comoving_root_iff hS h0 ε k, hw, ?_, hlt, ?_, ?_⟩
  · rw [hw]
    exact one_div_pos.mpr hpos
  · exact green_residue ((comoving_root_iff hS h0 ε k _).mpr rfl) hd (ne_of_lt (by linarith))
  · intro E u hE hε
    -- uniqueness of the root: the branch is the bare band
    have hEε : E = ε := funext fun q => (comoving_root_iff hS h0 ε q _).mp (hE q)
    refine ⟨by rw [hEε]; exact hε, fun hu h => ?_⟩
    have h1 : (1 - weight (comovingSE S ε) k (ε k)) * u = 0 := by linear_combination h
    rcases mul_eq_zero.mp h1 with h2 | h2
    · linarith
    · exact hu h2
```

In words: for every non-increasing $S$ with $S(0) = 0$ and a negative derivative $s$ at zero, every band and every momentum $k$, the only quasiparticle energy is $\varepsilon(k)$; the weight there equals $1/(1-s)$, lies strictly between zero and one, and is the limit of $(\omega - \varepsilon(k))\,G$; and if the band has slope $u$ at $k$, then every branch $E$ has slope $u$ at $k$, which differs from $Zu$ when $u \ne 0$. The branch is required to solve the equation at all momenta, a stronger demand than the neighbourhood condition in `velocity_formula`, but its differentiability is a conclusion. At a band extremum $u = 0$ both $u$ and $Zu$ vanish, and the slope distinguishes nothing.

The proof assembles the six claims in one `refine`. The root and the value of $Z$ come from `comoving_root_iff` and `comoving_weight`, the bounds from `hpos` and `hlt`, and the limit from `green_residue` applied at $x = \varepsilon(k)$. The equality of functions `hEε` transfers the derivative from the band to the branch, and `mul_eq_zero` splits $(1-Z)u = 0$ into two cases that contradict $Z < 1$ and $u \neq 0$.

## A linear self-energy for any weight in $(0,1)$

Choose $Z$ with $0 < Z < 1$ and set $S(y) = -(1/Z - 1)\,y$. Since $1/Z > 1$, the slope $s = -(1/Z - 1)$ is negative, so $S$ is non-increasing, and $S(0) = 0$. The weight is
$$\frac{1}{1 - s} = \frac{1}{1 + (1/Z - 1)} = Z .$$
For $Z = 1/2$ this is $S(y) = -y$: a weight of one half on a band whose velocity ratio is one.

```lean
/-- For any `Z` in `(0, 1)`, the linear function `S(y) = -(1/Z - 1) y` is non-increasing,
vanishes at zero, has negative slope there, and gives the comoving self-energy weight `Z`. -/
theorem comoving_witness {Z : ℝ} (hZ0 : 0 < Z) (hZ1 : Z < 1) (ε : ℝ → ℝ) (k : ℝ) :
    Antitone (fun y : ℝ => -(1 / Z - 1) * y) ∧ (fun y : ℝ => -(1 / Z - 1) * y) 0 = 0 ∧
    HasDerivAt (fun y : ℝ => -(1 / Z - 1) * y) (-(1 / Z - 1)) 0 ∧ -(1 / Z - 1) < 0 ∧
    weight (comovingSE (fun y : ℝ => -(1 / Z - 1) * y) ε) k (ε k) = Z := by
  have ha : 1 < 1 / Z := by
    rw [lt_div_iff₀ hZ0]
    linarith
  have hd : HasDerivAt (fun y : ℝ => -(1 / Z - 1) * y) (-(1 / Z - 1)) 0 :=
    ((hasDerivAt_id' (0 : ℝ)).const_mul (-(1 / Z - 1))).congr_deriv (mul_one _)
  refine ⟨fun a b hab => ?_, mul_zero _, hd, by linarith, ?_⟩
  · exact mul_le_mul_of_nonpos_left hab (by linarith)
  · have e : 1 - -(1 / Z - 1) = 1 / Z := by ring
    rw [(comoving_weight hd ε k).2, e, one_div_one_div]

end

end WeightWithoutVelocityRenormalisation
```

```lean
#print axioms WeightWithoutVelocityRenormalisation.velocity_local
#print axioms WeightWithoutVelocityRenormalisation.comoving_compensation
#print axioms WeightWithoutVelocityRenormalisation.weight_without_velocity_renormalisation
```

```
'WeightWithoutVelocityRenormalisation.velocity_local' depends on axioms: [propext, Classical.choice, Quot.sound]
'WeightWithoutVelocityRenormalisation.comoving_compensation' depends on axioms: [propext, Classical.choice, Quot.sound]
'WeightWithoutVelocityRenormalisation.weight_without_velocity_renormalisation' depends on axioms: [propext, Classical.choice, Quot.sound]
```

The first four conclusions are exactly `hS`, `h0`, `hs` and `hneg` of the main theorem for this $S$, and the fifth gives the weight. The inequality `ha` states $1/Z > 1$, and `e` is the simplification $1 - s = 1/Z$.

## One band, real self-energy, no poles in $S$

The model has one band, one momentum dimension and a real self-energy, so lifetimes, spin and orbital matrices, and the incoherent part of the spectrum are absent. The comoving form is postulated and not derived from a Hamiltonian. What follows is physical commentary that no theorem above states. A self-energy in Lehmann form with discrete poles decreases between them but jumps upward across each pole, so it is not monotone on the whole axis, and its quasiparticle equation generally has further roots that carry the remaining weight. For the linear $S$ one finds $G = Z/(\omega - \varepsilon(k))$, whose total spectral weight is $Z$ and not one, so that example is best read as a form valid near the quasiparticle energy.
